# With ħ = m = 1, the geometric Schmidt weights of two coupled oscillators have mean index ν − 1/2

Take two identical oscillators of unit mass, with ħ = 1, whose normal modes are the sum and difference of their positions, each divided by √2. The declaration `mean_schmidt_index` takes the two positive normal-mode frequencies w₁ and w₂ and the weights pₙ = (1 − q)qⁿ for n = 0, 1, 2, …, where q is the square of (√w₂ − √w₁)/(√w₁ + √w₂). It states that the series ∑ n pₙ converges to ν − 1/2, where ν = √(⟨x²⟩⟨p²⟩) is the symplectic eigenvalue of one oscillator's reduced state. Each variance is the average of the normal-mode ground-state values, 1/(2w) for position and w/2 for momentum. The file takes these variances and the weights as definitions and does not derive them from a wavefunction. The attempt takes Mathlib's sum for n qⁿ, multiplies it by 1 − q, and tries to match the result to the claim with `convert`.

The first attempt, which Lean rejects:

```lean
import Mathlib

open Real MeasureTheory

namespace MeanSchmidtIndex

noncomputable section

/-- The signed ratio `(√w₂ - √w₁)/(√w₁ + √w₂)`, for `w₁, w₂ > 0`. -/
def schmidtRatio (w₁ w₂ : ℝ) : ℝ := (√w₂ - √w₁) / (√w₁ + √w₂)

/-- The parameter `q`, the square of the signed ratio, for `w₁, w₂ > 0`. -/
def q (w₁ w₂ : ℝ) : ℝ := schmidtRatio w₁ w₂ ^ 2

/-- The Schmidt weights `pₙ = (1 - q) qⁿ`, for `w₁, w₂ > 0`. -/
def schmidtWeight (w₁ w₂ : ℝ) (n : ℕ) : ℝ := (1 - q w₁ w₂) * q w₁ w₂ ^ n

/-- Symplectic eigenvalue of one oscillator, `√(⟨x²⟩⟨p²⟩)`, for `w₁, w₂ > 0`. Each variance is the
average of the normal-mode values `1/(2w)` for position and `w/2` for momentum. -/
def symplecticEigenvalue (w₁ w₂ : ℝ) : ℝ :=
  √((1 / (2 * w₁) + 1 / (2 * w₂)) / 2 * ((w₁ / 2 + w₂ / 2) / 2))

/-- For `w₁, w₂ > 0` the symplectic eigenvalue is `(w₁ + w₂)/(4√(w₁w₂))`. -/
theorem symplecticEigenvalue_eq {w₁ w₂ : ℝ} (h₁ : 0 < w₁) (h₂ : 0 < w₂) :
    symplecticEigenvalue w₁ w₂ = (w₁ + w₂) / (4 * √(w₁ * w₂)) := by
  have h : (1 / (2 * w₁) + 1 / (2 * w₂)) / 2 * ((w₁ / 2 + w₂ / 2) / 2)
      = ((w₁ + w₂) / (4 * √(w₁ * w₂))) ^ 2 := by
    rw [div_pow, mul_pow, Real.sq_sqrt (by positivity)]
    field_simp
    ring
  rw [symplecticEigenvalue, h, Real.sqrt_sq (by positivity)]

/-- For `w₁, w₂ > 0` the symplectic eigenvalue `ν` and `q` obey `(ν + 1/2)(1 - q) = 1` and
`ν - 1/2 = q(ν + 1/2)`, and `q < 1`. -/
theorem symplecticEigenvalue_q {w₁ w₂ : ℝ} (h₁ : 0 < w₁) (h₂ : 0 < w₂) :
    (symplecticEigenvalue w₁ w₂ + 1 / 2) * (1 - q w₁ w₂) = 1 ∧
    symplecticEigenvalue w₁ w₂ - 1 / 2 = q w₁ w₂ * (symplecticEigenvalue w₁ w₂ + 1 / 2) ∧
    q w₁ w₂ < 1 := by
  have key : ∀ a b : ℝ, 0 < a → 0 < b →
      ((a ^ 2 + b ^ 2) / (4 * (a * b)) + 1 / 2) * (1 - ((b - a) / (a + b)) ^ 2) = 1 ∧
      (a ^ 2 + b ^ 2) / (4 * (a * b)) - 1 / 2
        = ((b - a) / (a + b)) ^ 2 * ((a ^ 2 + b ^ 2) / (4 * (a * b)) + 1 / 2) := by
    intro a b ha hb
    have hab : a + b ≠ 0 := by positivity
    constructor <;> field_simp <;> ring
  have h := key _ _ (Real.sqrt_pos.2 h₁) (Real.sqrt_pos.2 h₂)
  rw [Real.sq_sqrt h₁.le, Real.sq_sqrt h₂.le, ← Real.sqrt_mul h₁.le,
    ← symplecticEigenvalue_eq h₁ h₂] at h
  change (symplecticEigenvalue w₁ w₂ + 1 / 2) * (1 - q w₁ w₂) = 1 ∧
    symplecticEigenvalue w₁ w₂ - 1 / 2
      = q w₁ w₂ * (symplecticEigenvalue w₁ w₂ + 1 / 2) at h
  refine ⟨h.1, h.2, ?_⟩
  by_contra hq
  have hν : 0 ≤ symplecticEigenvalue w₁ w₂ := Real.sqrt_nonneg _
  nlinarith [h.1, mul_nonneg hν (sub_nonneg.2 (not_lt.1 hq))]

/-- For `w₁, w₂ > 0` the mean Schmidt index `∑ n pₙ` is `ν - 1/2`, where `ν` is the symplectic
eigenvalue. -/
theorem mean_schmidt_index {w₁ w₂ : ℝ} (h₁ : 0 < w₁) (h₂ : 0 < w₂) :
    HasSum (fun n : ℕ => (n : ℝ) * schmidtWeight w₁ w₂ n)
      (symplecticEigenvalue w₁ w₂ - 1 / 2) := by
  obtain ⟨r₁, r₂, hq⟩ := symplecticEigenvalue_q h₁ h₂
  have h0 : 0 ≤ q w₁ w₂ := sq_nonneg _
  have hne : 1 - q w₁ w₂ ≠ 0 := (sub_pos.2 hq).ne'
  have h := (hasSum_coe_mul_geometric_of_norm_lt_one (r := q w₁ w₂)
    (by rwa [Real.norm_of_nonneg h0])).mul_left (1 - q w₁ w₂)
  convert h using 1
  · funext n
    unfold schmidtWeight
    ring
  · rw [r₂, eq_div_of_mul_eq hne r₁]
    field_simp

end

end MeanSchmidtIndex
```

The compiler's answer:

```
Main.lean:68:4: error: Tactic `apply` failed: could not unify the conclusion of `@funext`
  ?f = ?g
with the goal
  instAddCommMonoid =
    CommRing.toNonUnitalCommRing.toNonUnitalNonAssocCommRing.toNonUnitalNonAssocSemiring.toAddCommMonoid

Note: The full type of `@funext` is
  ∀ {α : Sort ?u.57} {β : α → Sort ?u.56} {f g : (x : α) → β x}, (∀ (x : α), f x = g x) → f = g

case e'_3
w₁ w₂ : ℝ
h₁ : 0 < w₁
h₂ : 0 < w₂
r₁ : (symplecticEigenvalue w₁ w₂ + 1 / 2) * (1 - q w₁ w₂) = 1
r₂ : symplecticEigenvalue w₁ w₂ - 1 / 2 = q w₁ w₂ * (symplecticEigenvalue w₁ w₂ + 1 / 2)
hq : q w₁ w₂ < 1
h0 : 0 ≤ q w₁ w₂
hne : 1 - q w₁ w₂ ≠ 0
h : HasSum (fun i => (1 - q w₁ w₂) * (↑i * q w₁ w₂ ^ i)) ((1 - q w₁ w₂) * (q w₁ w₂ / (1 - q w₁ w₂) ^ 2))
⊢ instAddCommMonoid =
    CommRing.toNonUnitalCommRing.toNonUnitalNonAssocCommRing.toNonUnitalNonAssocSemiring.toAddCommMonoid
Main.lean:71:8: error: Tactic `rewrite` failed: Did not find an occurrence of the pattern
  symplecticEigenvalue w₁ w₂ - 1 / 2
in the target expression
  (fun n => ↑n * schmidtWeight w₁ w₂ n) = fun i => (1 - q w₁ w₂) * (↑i * q w₁ w₂ ^ i)

case e'_5
w₁ w₂ : ℝ
h₁ : 0 < w₁
h₂ : 0 < w₂
r₁ : (symplecticEigenvalue w₁ w₂ + 1 / 2) * (1 - q w₁ w₂) = 1
r₂ : symplecticEigenvalue w₁ w₂ - 1 / 2 = q w₁ w₂ * (symplecticEigenvalue w₁ w₂ + 1 / 2)
hq : q w₁ w₂ < 1
h0 : 0 ≤ q w₁ w₂
hne : 1 - q w₁ w₂ ≠ 0
h : HasSum (fun i => (1 - q w₁ w₂) * (↑i * q w₁ w₂ ^ i)) ((1 - q w₁ w₂) * (q w₁ w₂ / (1 - q w₁ w₂) ^ 2))
⊢ (fun n => ↑n * schmidtWeight w₁ w₂ n) = fun i => (1 - q w₁ w₂) * (↑i * q w₁ w₂ ^ i)
Main.lean:61:46: error: unsolved goals
case e'_6
w₁ w₂ : ℝ
h₁ : 0 < w₁
h₂ : 0 < w₂
r₁ : (symplecticEigenvalue w₁ w₂ + 1 / 2) * (1 - q w₁ w₂) = 1
r₂ : symplecticEigenvalue w₁ w₂ - 1 / 2 = q w₁ w₂ * (symplecticEigenvalue w₁ w₂ + 1 / 2)
hq : q w₁ w₂ < 1
h0 : 0 ≤ q w₁ w₂
hne : 1 - q w₁ w₂ ≠ 0
h : HasSum (fun i => (1 - q w₁ w₂) * (↑i * q w₁ w₂ ^ i)) ((1 - q w₁ w₂) * (q w₁ w₂ / (1 - q w₁ w₂) ^ 2))
⊢ symplecticEigenvalue w₁ w₂ - 1 / 2 = (1 - q w₁ w₂) * (q w₁ w₂ / (1 - q w₁ w₂) ^ 2)
```

What went wrong. All three errors come from one unexpected goal. The proof has two bullets after `convert h using 1`, one for the summands and one for the values, but `convert` left three goals. The first asks that two additive commutative monoid structures on ℝ be equal: `instAddCommMonoid`, used in the claim, and the one in `h`, reached through `CommRing`. They agree by definition, but the limited checks that `convert` runs on its goals did not close this one.

The first bullet met that goal, and `funext` failed because the two sides are not functions. The second bullet then met the equality of summands, where `rw [r₂, …]` found no `symplecticEigenvalue w₁ w₂ - 1 / 2` to rewrite. The equality of values had no bullet left and is reported as unsolved.

The repair drops `convert` and states the two intended equalities as `hf` and `hv`, proved by the same steps as before. After `rw [hf, hv]` the goal has the same summand and value as `h`. What can still differ is how the structures on ℝ are written, and `exact h` succeeds because Lean unfolds them and finds that they agree by definition.

As a diff, the version that Lean accepts:

```diff
@@ -65,10 +65,15 @@
   have h := (hasSum_coe_mul_geometric_of_norm_lt_one (r := q w₁ w₂)
     (by rwa [Real.norm_of_nonneg h0])).mul_left (1 - q w₁ w₂)
-  convert h using 1
-  · funext n
+  have hf : (fun n : ℕ => (n : ℝ) * schmidtWeight w₁ w₂ n)
+      = fun n : ℕ => (1 - q w₁ w₂) * ((n : ℝ) * q w₁ w₂ ^ n) := by
+    funext n
     unfold schmidtWeight
     ring
-  · rw [r₂, eq_div_of_mul_eq hne r₁]
+  have hv : symplecticEigenvalue w₁ w₂ - 1 / 2
+      = (1 - q w₁ w₂) * (q w₁ w₂ / (1 - q w₁ w₂) ^ 2) := by
+    rw [r₂, eq_div_of_mul_eq hne r₁]
     field_simp
+  rw [hf, hv]
+  exact h
 
 end
```
